# For orthogonal projectors of equal trace, a bound on one-sided leakage also bounds the subspace distance

## Projectors, leakage and distance

Let $E$ be a finite-dimensional complex inner-product space, with $\langle\cdot,\cdot\rangle$ conjugate-linear in the first argument. An orthogonal projector $P$ on $E$ is a linear map with $\langle Px,y\rangle=\langle x,Py\rangle$ and $P^2=P$. Its range is written $\operatorname{ran}P$, and its trace is the dimension of that range. For a normalised state $x$, the population of the subspace is $\|Px\|^2$.

Given two projectors $P$ and $Q$, the leakage of $x$ is $\|(1-Q)Px\|$. It is an amplitude; the leaked population is its square. The distance between the subspaces is the largest value of $\|(P-Q)x\|$ over normalised $x$ (zero if $E$ is the zero space).

## Two occupied subspaces

Two successive iterations of a mean-field calculation give two sets of $N$ occupied orbitals. One can measure how far the old orbitals stick out of the new occupied space. Does this one-sided number also limit how much the new space contains that the old one lacked? For equal dimensions it does, with the same constant.

**Theorem.** Let $P$ and $Q$ be orthogonal projectors with $\operatorname{tr}P=\operatorname{tr}Q$, and let $c$ be real. Then
$$\|(1-Q)Px\|\le c\|x\|\ \text{ for all }x\quad\Longleftrightarrow\quad\|(P-Q)x\|\le c\|x\|\ \text{ for all }x.$$

The constant $c$ stands for an upper limit on the leakage amplitude of any normalised state. If the traces are equal and the leakage bound holds, then $\|Px\|^2$ and $\|Qx\|^2$ differ by at most $c\|x\|^2$ for every $x$, so the two populations in a normalised state differ by at most $c$.

## The statement in Lean

The equivalence is `leakage_iff_distance`. A projector is a linear map `P : E →ₗ[ℂ] E` satisfying `IsProjector P`, whose fields `symm` and `idem` are the two defining properties. The expression `P x - Q (P x)` is $(1-Q)Px$, and `htr` is the equality of traces. Vectors need not be normalised, which is why $\|x\|$ appears on the right. No sign is assumed for `c`: a negative value can satisfy either bound only if $E$ is the zero space.

The theorem `matrix_distance_le` gives the forward direction for Hermitian idempotent matrices. Its `stateNorm` is the Euclidean norm of a column of amplitudes, $\big(\sum_i|x_i|^2\big)^{1/2}$.

The space is finite-dimensional, as it is once a finite basis set has been chosen. The step from the orbitals of a real molecule to their expansion in that basis carries its own error, about which the hypotheses say nothing.

## Derivation

**Splitting the distance.** Write
$$(P-Q)x=(1-Q)Px-Q(1-P)x.$$
The two terms are orthogonal, since one lies in $\operatorname{ran}Q$ and the other is orthogonal to it. Hence
$$\|(P-Q)x\|^2=\|(1-Q)Px\|^2+\|Q(1-P)x\|^2 .$$
Dropping the last term proves the converse direction. For the forward direction, assume the leakage bound. Applied to $Px$, it gives $\|(1-Q)Px\|^2\le c^2\|Px\|^2$.

**The reverse term.** Put $z=(1-P)x$, so $Pz=0$, and $y=Qz$. The aim is $\|y\|^2\le c^2\|z\|^2$. If $c\ge1$, this follows from $\|Qz\|\le\|z\|$.

Let $c<1$. If $u\in\operatorname{ran}P$ and $Qu=0$, the leakage bound reads $\|u\|\le c\|u\|$, so $u=0$. Thus $Q$ maps $\operatorname{ran}P$ injectively into $\operatorname{ran}Q$. The dimensions agree, so the map is onto, and there is $u$ with $Pu=u$ and $Qu=y$.

If $y=0$, the aim is met. Otherwise, since $Qy=y$,
$$\|y\|^2=\langle y,Qu\rangle=\langle y,u\rangle=\langle Py,u\rangle\le\|Py\|\,\|u\|,$$
so $u\ne0$. The leakage bound for $u$ gives $\|u\|^2=\|y\|^2+\|u-Qu\|^2\le\|y\|^2+c^2\|u\|^2$, that is, $(1-c^2)\|u\|^2\le\|y\|^2$. Multiplying by $\|y\|^2$ and using the squared overlap estimate,
$$(1-c^2)\|y\|^2\|u\|^2\le\|y\|^4\le\|Py\|^2\|u\|^2 .$$
Cancel $\|u\|^2$ and use $\|y\|^2=\|Py\|^2+\|(1-P)y\|^2$ to get $\|(1-P)y\|^2\le c^2\|y\|^2$.

A second overlap uses $Pz=0$:
$$\|y\|^2=\langle y,Qz\rangle=\langle y,z\rangle=\langle(1-P)y,z\rangle\le\|(1-P)y\|\,\|z\|.$$
Squaring gives $\|y\|^4\le c^2\|y\|^2\|z\|^2$, and cancelling $\|y\|^2$ gives the aim.

**Adding up.** The sum of the two terms is at most $c^2(\|Px\|^2+\|(1-P)x\|^2)=c^2\|x\|^2$. The leakage bound itself forces $c\|x\|\ge0$, so square roots may be taken.

**Populations.** Since $\|Px\|^2=\langle Px,x\rangle$, and likewise for $Q$, the difference of populations is $\langle(P-Q)x,x\rangle$. Its modulus is at most $\|(P-Q)x\|\,\|x\|\le c\|x\|^2$.

## Two tilted lines

Take the lines along $(1,0)$ and $(3/5,4/5)$:
$$P=\begin{pmatrix}1&0\\0&0\end{pmatrix},\quad Q=\frac1{25}\begin{pmatrix}9&12\\12&16\end{pmatrix},\quad (1-Q)P=\frac1{25}\begin{pmatrix}16&0\\-12&0\end{pmatrix}.$$
The nonzero column has norm $\sqrt{256+144}/25=4/5$, so $c=4/5$. The difference is
$$P-Q=\frac1{25}\begin{pmatrix}16&-12\\-12&-16\end{pmatrix},\qquad (P-Q)^2=\frac{16}{25}\,\mathbb 1,$$
and every normalised vector is mapped to one of length exactly $4/5$. In the state $(1,0)$ the populations are $1$ and $9/25$; their difference, $16/25$, is below $4/5$.

If instead $Q$ is the identity, the leakage is zero, yet $P-Q$ maps $(0,1)$ to a vector of norm one. The trace condition therefore can't be relaxed to $\operatorname{tr}P\le\operatorname{tr}Q$. It could be relaxed to $\operatorname{tr}P\ge\operatorname{tr}Q$: if $\operatorname{tr}P>\operatorname{tr}Q$, some nonzero $u\in\operatorname{ran}P$ has $Qu=0$, so the leakage bound forces $c\ge1$, and $\|(P-Q)x\|\le\|x\|$ holds for any two orthogonal projectors.

## From orbital coefficients to a density-matrix bound

Let $N\ge1$. In an orthonormal basis, store the old and new occupied spin orbitals as the orthonormal columns of $C$ and $C'$, so that $P=CC^\dagger$ and $Q=C'C'^\dagger$. Form the $N\times N$ overlap $S=C'^\dagger C$ and the residual $R=C-C'S$. Because $(1-Q)P=RC^\dagger$, the largest singular value of $R$ is the smallest admissible $c$. For a single determinant in this finite basis, it bounds the change of the one-particle density matrix in operator norm, and hence the change in occupation of any normalised spin orbital.

## The Lean file

```lean
import Mathlib

open Matrix

namespace SubspaceLeakage

variable {E : Type*} [NormedAddCommGroup E] [InnerProductSpace ℂ E]

/-- An orthogonal projector: a symmetric idempotent linear map on the state space. -/
structure IsProjector (P : E →ₗ[ℂ] E) : Prop where
  symm : ∀ x y, inner ℂ (P x) y = inner ℂ x (P y)
  idem : ∀ x, P (P x) = P x

/-- A component inside the range of a projector and a component orthogonal to that range
add in quadrature. -/
theorem pythagoras {Q : E →ₗ[ℂ] E} (hQ : IsProjector Q) (a b : E) :
    ‖Q a + (b - Q b)‖ ^ 2 = ‖Q a‖ ^ 2 + ‖b - Q b‖ ^ 2 := by
  have h : inner ℂ (Q a) (b - Q b) = 0 := by
    rw [hQ.symm, map_sub, hQ.idem, sub_self, inner_zero_right]
  rw [norm_add_sq (𝕜 := ℂ), h]
  simp

/-- For an orthogonal projector `Q` and any linear map `P`, the squared norm of `P x - Q x` is the
sum of the squared norms of `P x - Q (P x)` and `Q (x - P x)`. -/
theorem distance_split {Q : E →ₗ[ℂ] E} (hQ : IsProjector Q) (P : E →ₗ[ℂ] E) (x : E) :
    ‖P x - Q x‖ ^ 2 = ‖P x - Q (P x)‖ ^ 2 + ‖Q (x - P x)‖ ^ 2 := by
  have h := pythagoras hQ (P x - x) (P x)
  have e1 : Q (P x - x) + (P x - Q (P x)) = P x - Q x := by rw [map_sub]; abel
  have e2 : ‖Q (P x - x)‖ = ‖Q (x - P x)‖ := by
    rw [← neg_sub x (P x), map_neg, norm_neg]
  rw [e1, e2] at h
  linarith

/-- If two orthogonal projectors on a finite-dimensional space have equal trace and `Q` annihilates
no nonzero vector of the range of `P`, then every vector in the range of `Q` is the `Q`-image of a
vector in the range of `P`. -/
theorem exists_preimage [FiniteDimensional ℂ E] {P Q : E →ₗ[ℂ] E}
    (hP : IsProjector P) (hQ : IsProjector Q)
    (htr : LinearMap.trace ℂ E P = LinearMap.trace ℂ E Q)
    (hker : ∀ u, P u = u → Q u = 0 → u = 0) (z : E) : ∃ u, P u = u ∧ Q u = Q z := by
  -- the trace of a projector counts the dimension of its range
  have key : ∀ R : E →ₗ[ℂ] E, IsProjector R →
      LinearMap.trace ℂ E R = (Module.finrank ℂ (LinearMap.range R) : ℂ) := by
    intro R hR
    apply LinearMap.IsProj.trace
    exact ⟨fun x => ⟨x, rfl⟩, by rintro _ ⟨y, rfl⟩; exact hR.idem y⟩
  have hdim : Module.finrank ℂ (LinearMap.range P) = Module.finrank ℂ (LinearMap.range Q) := by
    rw [key P hP, key Q hQ] at htr
    exact_mod_cast htr
  have hfix : ∀ u ∈ LinearMap.range P, P u = u := by
    rintro _ ⟨y, rfl⟩
    exact hP.idem y
  let f : LinearMap.range P →ₗ[ℂ] LinearMap.range Q :=
    (Q.comp (LinearMap.range P).subtype).codRestrict (LinearMap.range Q) (fun u => ⟨u, rfl⟩)
  have hinj : Function.Injective f := by
    rw [injective_iff_map_eq_zero]
    intro u hu
    exact Subtype.ext (hker u (hfix u u.2) (congrArg Subtype.val hu))
  obtain ⟨u, hu⟩ :=
    (LinearMap.injective_iff_surjective_of_finrank_eq_finrank hdim).1 hinj ⟨Q z, ⟨z, rfl⟩⟩
  exact ⟨u, hfix u u.2, congrArg Subtype.val hu⟩

/-- For orthogonal projectors of equal trace on a finite-dimensional space, the leakage
`‖P x - Q (P x)‖` is at most `c ‖x‖` for all `x` exactly when `‖P x - Q x‖` is at most `c ‖x‖` for
all `x`. -/
theorem leakage_iff_distance [FiniteDimensional ℂ E] {P Q : E →ₗ[ℂ] E}
    (hP : IsProjector P) (hQ : IsProjector Q)
    (htr : LinearMap.trace ℂ E P = LinearMap.trace ℂ E Q) (c : ℝ) :
    (∀ x, ‖P x - Q (P x)‖ ≤ c * ‖x‖) ↔ (∀ x, ‖P x - Q x‖ ≤ c * ‖x‖) := by
  have split : ∀ R : E →ₗ[ℂ] E, IsProjector R → ∀ x, ‖R x‖ ^ 2 + ‖x - R x‖ ^ 2 = ‖x‖ ^ 2 := by
    intro R hR x
    rw [← pythagoras hR x x, add_sub_cancel]
  have cs : ∀ y a b : E, inner ℂ y y = inner ℂ a b → ‖y‖ ^ 2 ≤ ‖a‖ * ‖b‖ := by
    intro y a b e
    rw [← inner_self_eq_norm_sq (𝕜 := ℂ), e]
    exact (RCLike.re_le_norm _).trans (norm_inner_le_norm _ _)
  constructor
  · intro hleak x
    have hx0 : 0 ≤ c * ‖x‖ := (norm_nonneg _).trans (hleak x)
    obtain ⟨z, hz⟩ : ∃ z, z = x - P x := ⟨_, rfl⟩
    have hPz : P z = 0 := by rw [hz, map_sub, hP.idem, sub_self]
    -- the part of the state outside the range of P
    have hout : ‖Q z‖ ^ 2 ≤ c ^ 2 * ‖z‖ ^ 2 := by
      rcases le_or_gt 1 c with hc | hc
      · have h1 : 1 ≤ c ^ 2 := by nlinarith
        nlinarith [split Q hQ z, sq_nonneg ‖z - Q z‖, sq_nonneg ‖z‖]
      · obtain ⟨u, hPu, hQu⟩ := exists_preimage hP hQ htr (fun u h1 h2 => by
          have h := hleak u
          rw [h1, h2, sub_zero] at h
          exact norm_eq_zero.1 (by nlinarith [norm_nonneg u])) z
        obtain ⟨y, hy⟩ : ∃ y, y = Q z := ⟨_, rfl⟩
        have hQy : Q y = y := by rw [hy, hQ.idem]
        rw [← hy] at hQu ⊢
        -- two overlaps, each estimated by Cauchy-Schwarz
        have h1 : ‖y‖ ^ 2 ≤ ‖P y‖ * ‖u‖ := by
          apply cs
          rw [hP.symm, hPu]
          calc inner ℂ y y = inner ℂ y (Q u) := by rw [hQu]
            _ = inner ℂ y u := by rw [← hQ.symm, hQy]
        have h2 : ‖y‖ ^ 2 ≤ ‖y - P y‖ * ‖z‖ := by
          apply cs
          rw [inner_sub_left, hP.symm, hPz, inner_zero_right, sub_zero]
          calc inner ℂ y y = inner ℂ y (Q z) := by rw [← hy]
            _ = inner ℂ y z := by rw [← hQ.symm, hQy]
        have h3 := split P hP y
        have h4 := split Q hQ u
        have h5 := hleak u
        rw [hPu] at h5
        have h6 := pow_le_pow_left₀ (norm_nonneg _) h5 2
        rw [hQu] at h4 h6
        rcases (norm_nonneg y).eq_or_lt with h0 | h0
        · rw [← h0, zero_pow two_ne_zero]
          positivity
        have hu : 0 < ‖u‖ := by
          rcases (norm_nonneg u).eq_or_lt with h | h
          · rw [← h] at h1
            nlinarith
          · exact h
        have h7 : (1 - c ^ 2) * ‖y‖ ^ 2 ≤ ‖P y‖ ^ 2 := by
          refine le_of_mul_le_mul_right ?_ (pow_pos hu 2)
          have s1 := pow_le_pow_left₀ (sq_nonneg _) h1 2
          have s2 : (1 - c ^ 2) * ‖u‖ ^ 2 ≤ ‖y‖ ^ 2 := by linarith [mul_pow c ‖u‖ 2]
          have s3 := mul_le_mul_of_nonneg_left s2 (sq_nonneg ‖y‖)
          linarith [mul_pow ‖P y‖ ‖u‖ 2]
        refine le_of_mul_le_mul_right ?_ (pow_pos h0 2)
        have s1 := pow_le_pow_left₀ (sq_nonneg _) h2 2
        have s2 : ‖y - P y‖ ^ 2 ≤ c ^ 2 * ‖y‖ ^ 2 := by linarith
        have s3 := mul_le_mul_of_nonneg_right s2 (sq_nonneg ‖z‖)
        linarith [mul_pow ‖y - P y‖ ‖z‖ 2]
    -- the leakage term is bounded by applying the hypothesis to P x
    have hin := hleak (P x)
    rw [hP.idem] at hin
    have hin2 := pow_le_pow_left₀ (norm_nonneg _) hin 2
    have hd := distance_split hQ P x
    have hn := split P hP x
    rw [← hz] at hd hn
    refine (sq_le_sq₀ (norm_nonneg _) hx0).1 ?_
    rw [mul_pow] at hin2 ⊢
    rw [hd, ← hn]
    linarith
  · intro hD x
    refine le_trans ((sq_le_sq₀ (norm_nonneg _) (norm_nonneg _)).1 ?_) (hD x)
    linarith [distance_split hQ P x, sq_nonneg ‖Q (x - P x)‖]

/-- For orthogonal projectors of equal trace on a finite-dimensional space, with leakage at most
`c ‖x‖` for every `x`, the values `‖P x‖²` and `‖Q x‖²` differ by at most `c ‖x‖²`. -/
theorem population_difference [FiniteDimensional ℂ E] {P Q : E →ₗ[ℂ] E}
    (hP : IsProjector P) (hQ : IsProjector Q)
    (htr : LinearMap.trace ℂ E P = LinearMap.trace ℂ E Q) {c : ℝ}
    (hleak : ∀ x, ‖P x - Q (P x)‖ ≤ c * ‖x‖) (x : E) :
    |‖P x‖ ^ 2 - ‖Q x‖ ^ 2| ≤ c * ‖x‖ ^ 2 := by
  -- a population is the expectation value of the projector
  have pop : ∀ R : E →ₗ[ℂ] E, IsProjector R → ‖R x‖ ^ 2 = RCLike.re (inner ℂ (R x) x) := by
    intro R hR
    rw [← inner_self_eq_norm_sq (𝕜 := ℂ), ← hR.symm, hR.idem]
  rw [pop P hP, pop Q hQ, ← map_sub, ← inner_sub_left]
  calc _ ≤ ‖inner ℂ (P x - Q x) x‖ := RCLike.abs_re_le_norm _
    _ ≤ ‖P x - Q x‖ * ‖x‖ := norm_inner_le_norm _ _
    _ ≤ c * ‖x‖ * ‖x‖ := by
      gcongr
      exact (leakage_iff_distance hP hQ htr c).1 hleak x
    _ = c * ‖x‖ ^ 2 := by ring

/-- The Euclidean norm of a column of complex amplitudes. -/
noncomputable def stateNorm {n : Type*} [Fintype n] (x : n → ℂ) : ℝ := ‖WithLp.toLp 2 x‖

/-- For Hermitian idempotent matrices of equal trace, a bound `c` on the one-sided leakage
`(1 - Q) P` is also a bound on the difference `P - Q`. -/
theorem matrix_distance_le {n : Type*} [Fintype n] [DecidableEq n] {P Q : Matrix n n ℂ}
    (hP : P.IsHermitian) (hP2 : P * P = P) (hQ : Q.IsHermitian) (hQ2 : Q * Q = Q)
    (htr : P.trace = Q.trace) {c : ℝ}
    (hleak : ∀ x, stateNorm (((1 - Q) * P) *ᵥ x) ≤ c * stateNorm x) (x : n → ℂ) :
    stateNorm ((P - Q) *ᵥ x) ≤ c * stateNorm x := by
  have proj : ∀ A : Matrix n n ℂ, A.IsHermitian → A * A = A →
      IsProjector (Matrix.toEuclideanLin A) := by
    intro A hA hA2
    refine ⟨isSymmetric_toEuclideanLin_iff.2 hA, fun v => ?_⟩
    change WithLp.toLp 2 (A *ᵥ (A *ᵥ v.ofLp)) = WithLp.toLp 2 (A *ᵥ v.ofLp)
    rw [Matrix.mulVec_mulVec, hA2]
  have tr : ∀ A : Matrix n n ℂ,
      LinearMap.trace ℂ (EuclideanSpace ℂ n) (Matrix.toEuclideanLin A) = A.trace := by
    intro A
    rw [Matrix.toEuclideanLin_eq_toLin_orthonormal,
      LinearMap.trace_eq_matrix_trace ℂ (EuclideanSpace.basisFun n ℂ).toBasis,
      LinearMap.toMatrix_toLin]
  have h := (leakage_iff_distance (proj P hP hP2) (proj Q hQ hQ2)
    (by rw [tr, tr, htr]) c).1 (fun v => by
      have hv := hleak v.ofLp
      rw [Matrix.sub_mul, Matrix.one_mul, Matrix.sub_mulVec, ← Matrix.mulVec_mulVec] at hv
      exact hv) (WithLp.toLp 2 x)
  rw [Matrix.sub_mulVec]
  exact h

/-- The projectors onto the lines along `(1, 0)` and `(3/5, 4/5)` are Hermitian, idempotent and of
equal trace, and their leakage is at most `4/5`. -/
theorem matrix_distance_le_witness :
    let P : Matrix (Fin 2) (Fin 2) ℂ := !![1, 0; 0, 0]
    let Q : Matrix (Fin 2) (Fin 2) ℂ := !![9/25, 12/25; 12/25, 16/25]
    P.IsHermitian ∧ P * P = P ∧ Q.IsHermitian ∧ Q * Q = Q ∧ P.trace = Q.trace ∧
      ∀ x, stateNorm (((1 - Q) * P) *ᵥ x) ≤ 4 / 5 * stateNorm x := by
  intro P Q
  refine ⟨?_, ?_, ?_, ?_, ?_, fun x => ?_⟩
  · ext i j
    fin_cases i <;> fin_cases j <;> simp [P]
  · ext i j
    fin_cases i <;> fin_cases j <;> simp [P, Matrix.mul_apply, Fin.sum_univ_two]
  · ext i j
    fin_cases i <;> fin_cases j <;> simp [Q]
  · ext i j
    fin_cases i <;> fin_cases j <;> simp [Q, Matrix.mul_apply, Fin.sum_univ_two] <;> norm_num
  · simp only [P, Q, Matrix.trace_fin_two_of]
    norm_num
  · -- only the first amplitude leaks
    have e0 : (1 - Q) * P = !![16 / 25, 0; -(12 / 25), 0] := by
      ext i j
      fin_cases i <;> fin_cases j <;>
        simp [P, Q, Matrix.mul_apply, Fin.sum_univ_two]
      norm_num
    have e : ((1 - Q) * P) *ᵥ x = ![16 / 25 * x 0, -(12 / 25 * x 0)] := by
      rw [e0]
      ext i
      fin_cases i <;> simp [Matrix.mulVec, dotProduct, Fin.sum_univ_two]
    rw [e]
    unfold stateNorm
    refine (sq_le_sq₀ (norm_nonneg _) (by positivity)).1 ?_
    rw [mul_pow, EuclideanSpace.norm_sq_eq, EuclideanSpace.norm_sq_eq]
    simp only [Fin.sum_univ_two, Matrix.cons_val_zero, Matrix.cons_val_one, norm_neg, norm_mul,
      norm_div, Complex.norm_ofNat]
    nlinarith [sq_nonneg ‖x 0‖, sq_nonneg ‖x 1‖]

/-- For the projector onto the first axis of a two-level system and the identity, whose traces
differ, the leakage vanishes while the difference maps `(0, 1)` to a vector of norm one. -/
theorem equal_trace_needed :
    let P : Matrix (Fin 2) (Fin 2) ℂ := !![1, 0; 0, 0]
    let Q : Matrix (Fin 2) (Fin 2) ℂ := 1
    P.trace ≠ Q.trace ∧ (1 - Q) * P = 0 ∧ stateNorm ((P - Q) *ᵥ ![0, 1]) = 1 := by
  intro P Q
  refine ⟨?_, by simp [Q], ?_⟩
  · simp [P, Q, Matrix.trace_fin_two]
  · have e : (P - Q) *ᵥ ![0, 1] = ![0, -1] := by
      ext i
      fin_cases i <;> simp [P, Q, Matrix.mulVec, dotProduct, Fin.sum_univ_two]
    rw [e]
    simp [stateNorm, EuclideanSpace.norm_eq, Fin.sum_univ_two]

end SubspaceLeakage
```

```lean
#print axioms SubspaceLeakage.population_difference
#print axioms SubspaceLeakage.matrix_distance_le
#print axioms SubspaceLeakage.equal_trace_needed
```

```
'SubspaceLeakage.population_difference' depends on axioms: [propext, Classical.choice, Quot.sound]
'SubspaceLeakage.matrix_distance_le' depends on axioms: [propext, Classical.choice, Quot.sound]
'SubspaceLeakage.equal_trace_needed' depends on axioms: [propext, Classical.choice, Quot.sound]
```

## How the lemmas fit together

`pythagoras` proves the orthogonality by moving `Q` across the inner product. `distance_split` applies it to the vectors $Px-x$ and $Px$, which yields the splitting of the distance.

`exists_preimage` is the dimension argument. Its step `key` identifies the trace of a projector with the dimension of its range, and `hdim` turns equal traces into equal dimensions. The map `f` is $Q$ restricted to $\operatorname{ran}P$; between spaces of equal finite dimension, injectivity gives surjectivity.

In `leakage_iff_distance`, the local facts `split` and `cs` are Pythagoras for one projector and the Cauchy-Schwarz estimate. The bound on the reverse term is `hout`, with the cases $c\ge1$ and $c<1$ separated by `le_or_gt 1 c`. Within the second case, `h1` and `h2` are the two overlaps, and `h7` is $(1-c^2)\|y\|^2\le\|Py\|^2$. The calls to `le_of_mul_le_mul_right` cancel the positive factors $\|u\|^2$ and $\|y\|^2$. The leakage term enters through `hin2`, and the closing lines add the two bounds and compare squares.

`population_difference` writes each population as an expectation value and then applies the equivalence. `matrix_distance_le` turns the matrices into linear maps on Euclidean space, checking in `proj` and `tr` that the projector properties and the trace carry over. `matrix_distance_le_witness` verifies the hypotheses for the tilted lines, the leakage bound by comparing squared norms, and `equal_trace_needed` does the computation for the identity.
